# The integral of Tr(M⁻¹M′) along a C¹ path of invertible matrices is the change of log det M modulo 2πi

A path on a closed interval needs a meaning for its derivative at the two ends. Here the path is a pair of matrix functions M and M′ of a real parameter s, such as an energy or a coupling strength. Each entry of M has the corresponding entry of M′ as its derivative within [a, b], so the derivative is one-sided at a and b. The entries of M′ are continuous, and det M(s) ≠ 0 throughout. `IsInvertiblePath` collects these conditions; the matrices are complex, of finite size, and need not be Hermitian or unitary.

```lean
import Mathlib

open Set Matrix

namespace LloydFormula

noncomputable section

variable {n : Type*} [Fintype n] [DecidableEq n]

/-- A continuously differentiable path `M` of invertible matrices on `[a, b]`,
with derivative `M'`. -/
structure IsInvertiblePath (M M' : ℝ → Matrix n n ℂ) (a b : ℝ) : Prop where
  hasDeriv : ∀ s ∈ Icc a b, ∀ i j,
    HasDerivWithinAt (fun t => M t i j) (M' s i j) (Icc a b) s
  contDeriv : ∀ i j, ContinuousOn (fun s => M' s i j) (Icc a b)
  det_ne : ∀ s ∈ Icc a b, (M s).det ≠ 0
```

The integrand is Tr(M(s)⁻¹M′(s)), called `lloydDensity`.

```lean
/-- The trace `Tr (M⁻¹ M')` at the parameter value `s`. -/
def lloydDensity (M M' : ℝ → Matrix n n ℂ) (s : ℝ) : ℂ :=
  trace ((M s)⁻¹ * M' s)
```

Its integral from a to s is written L(s), and L = L(b) is the full integral.

```lean
/-- The integral of `Tr (M⁻¹ M')` from `a` to `b`. -/
def lloydIntegral (M M' : ℝ → Matrix n n ℂ) (a b : ℝ) : ℂ :=
  ∫ s in a..b, lloydDensity M M' s
```

In multiple-scattering theory for non-interacting electrons, Lloyd's formula obtains the integrated density of states, relative to that of a reference system, from the phase of such a determinant. The problems below treat the determinant identity for a finite matrix on a real interval; the link to a density of states is separate physics. If M is the secular matrix of such a problem and s is the energy, nonvanishing of det M means that the interval contains no bound-state or band energy at which M is singular.

## (a) Jacobi's formula

**Task.** Let M have entrywise derivative D at s, with det M(s) ≠ 0. Show that (det M)′ = det M · Tr(M⁻¹D).

**Solution.** Start from the permutation expansion

det M = Σ_σ sgn(σ) Π_i M_{σ(i) i}.

The product rule differentiates one factor at a time:

(det M)′ = Σ_i Σ_σ sgn(σ) D_{σ(i) i} Π_{j≠i} M_{σ(j) j}.

For fixed i, the inner sum is the determinant of M with column i replaced by column i of D. By Cramer's rule it equals (adj(M) D)_{ii}. Summing over i gives

(det M)′ = Tr(adj(M) D) = det M · Tr(M⁻¹D).

In the code, `hadj` is the Cramer step, `hprod` the product rule, and `key` identifies the terms with the replaced column.

```lean
/-- Jacobi's formula at a point where `det M ≠ 0`: if `M` has entrywise derivative `D` there, then
`det M` has derivative `det M · Tr (M⁻¹ D)`, all within the set `S`. -/
theorem hasDerivWithinAt_det {M : ℝ → Matrix n n ℂ} {D : Matrix n n ℂ} {S : Set ℝ} {s : ℝ}
    (h : ∀ i j, HasDerivWithinAt (fun t => M t i j) (D i j) S s) (hdet : (M s).det ≠ 0) :
    HasDerivWithinAt (fun t => (M t).det) ((M s).det * trace ((M s)⁻¹ * D)) S s := by
  -- Cramer's rule: the trace is a sum of determinants with one column differentiated
  have hadj : (M s).det * trace ((M s)⁻¹ * D)
      = ∑ i, ((M s).updateCol i (fun k => D k i)).det := by
    rw [Matrix.inv_def, Ring.inverse_eq_inv', Matrix.smul_mul, Matrix.trace_smul,
      smul_eq_mul, mul_inv_cancel_left₀ hdet, Matrix.trace]
    refine Finset.sum_congr rfl fun i _ => ?_
    rw [← Matrix.cramer_apply, Matrix.cramer_eq_adjugate_mulVec]
    rfl
  -- product rule in each term of the permutation expansion
  have hprod : ∀ σ : Equiv.Perm n, HasDerivWithinAt (fun t => ∏ i, M t (σ i) i)
      (∑ i, (∏ j ∈ Finset.univ.erase i, M s (σ j) j) • D (σ i) i) S s :=
    fun σ => HasDerivWithinAt.fun_finsetProd fun i _ => h (σ i) i
  have hsum := HasDerivWithinAt.fun_sum (u := Finset.univ) fun (σ : Equiv.Perm n) _ =>
    (hprod σ).const_mul ((Equiv.Perm.sign σ : ℤ) : ℂ)
  rw [hadj]
  simp only [Matrix.det_apply']
  refine hsum.congr_deriv ?_
  simp only [Finset.mul_sum]
  rw [Finset.sum_comm]
  refine Finset.sum_congr rfl fun i _ => Finset.sum_congr rfl fun σ _ => ?_
  have key : ∏ j, (M s).updateCol i (fun k => D k i) (σ j) j
      = D (σ i) i * ∏ j ∈ Finset.univ.erase i, M s (σ j) j := by
    rw [← Finset.mul_prod_erase Finset.univ _ (Finset.mem_univ i), Matrix.updateCol_self]
    congr 1
    exact Finset.prod_congr rfl fun j hj => by
      rw [Matrix.updateCol_ne (Finset.ne_of_mem_erase hj)]
  rw [key, smul_eq_mul]
  ring
```

## (b) Continuity of the integrand

**Task.** Show that Tr(M⁻¹M′) is continuous on [a, b].

**Solution.** Write

Tr(M⁻¹M′) = Tr(adj(M) M′) / det M.

The numerator is a polynomial in the entries of M and M′, which are continuous, and the denominator is continuous and never zero. The proof establishes continuity of this quotient and then identifies it with `lloydDensity`.

```lean
/-- Along a path of invertible matrices, `Tr (M⁻¹ M')` is continuous. -/
theorem continuousOn_lloydDensity {M M' : ℝ → Matrix n n ℂ} {a b : ℝ}
    (h : IsInvertiblePath M M' a b) : ContinuousOn (lloydDensity M M') (Icc a b) := by
  rw [continuousOn_iff_continuous_domRestrict]
  have hM : Continuous fun s : Icc a b => M s := continuous_matrix fun i j =>
    continuousOn_iff_continuous_domRestrict.1
      (fun s hs => (h.hasDeriv s hs i j).continuousWithinAt)
  have hM' : Continuous fun s : Icc a b => M' s := continuous_matrix fun i j =>
    continuousOn_iff_continuous_domRestrict.1 (h.contDeriv i j)
  have key : Continuous fun s : Icc a b =>
      ((M s).det)⁻¹ * trace ((M s).adjugate * M' s) :=
    (hM.matrix_det.inv₀ fun s => h.det_ne s s.2).mul
      (hM.matrix_adjugate.matrix_mul hM').matrix_trace
  refine key.congr fun s => ?_
  show _ = trace ((M s)⁻¹ * M' s)
  rw [Matrix.inv_def, Ring.inverse_eq_inv', Matrix.smul_mul, Matrix.trace_smul, smul_eq_mul]
```

## (c) The exponential of the integral

**Task.** For a ≤ b, show that exp L = det M(b) / det M(a).

**Solution.** Set F(s) = exp(−L(s)) det M(s). Since L′(s) = Tr(M⁻¹M′), part (a) gives

F′ = exp(−L) [−Tr(M⁻¹M′) + Tr(M⁻¹M′)] det M = 0.

So F is constant, and F(b) = F(a) reads

exp(−L) det M(b) = det M(a),

which rearranges to the claim. If a = b, both sides are 1.

The proof first extends the integrand to a continuous function `G` on the whole line by holding it at its end values. The fundamental theorem of calculus then applies at a and b too. `hF` is the cancellation, and `hc` the constancy.

```lean
/-- The exponential of the integrated trace is the ratio of the determinants at the
two ends of the path. -/
theorem exp_lloydIntegral {M M' : ℝ → Matrix n n ℂ} {a b : ℝ} (hab : a ≤ b)
    (h : IsInvertiblePath M M' a b) :
    Complex.exp (lloydIntegral M M' a b) = (M b).det / (M a).det := by
  -- extend the integrand continuously beyond the interval
  obtain ⟨G, hG, hGg⟩ : ∃ G : ℝ → ℂ, Continuous G ∧
      ∀ s ∈ Icc a b, G s = lloydDensity M M' s := by
    refine ⟨fun s => lloydDensity M M' (max a (min b s)),
      (continuousOn_lloydDensity h).comp_continuous (by fun_prop)
        fun s => ⟨le_max_left _ _, max_le hab (min_le_left _ _)⟩, fun s hs => ?_⟩
    simp only [min_eq_right hs.2, max_eq_right hs.1]
  -- exp (-L(s)) det M(s) is stationary
  have hF : ∀ s ∈ Icc a b, HasDerivWithinAt
      (fun t => Complex.exp (-∫ x in a..t, G x) * (M t).det) 0 (Icc a b) s := by
    intro s hs
    have h1 := ((hG.integral_hasStrictDerivAt a s).hasDerivAt.fun_neg.cexp).hasDerivWithinAt
      (s := Icc a b)
    have h2 := hasDerivWithinAt_det (h.hasDeriv s hs) (h.det_ne s hs)
    refine (h1.fun_mul h2).congr_deriv ?_
    rw [hGg s hs, lloydDensity]
    ring
  have hc := constant_of_derivWithin_zero
    (fun s hs => (hF s hs).differentiableWithinAt)
    (fun s hs => (hF s (Ico_subset_Icc_self hs)).derivWithin
      (uniqueDiffOn_Icc (hs.1.trans_lt hs.2) s (Ico_subset_Icc_self hs)))
    b (right_mem_Icc.2 hab)
  have hI : ∫ x in a..b, G x = lloydIntegral M M' a b :=
    intervalIntegral.integral_congr fun s hs => hGg s (by rwa [uIcc_of_le hab] at hs)
  simp only [intervalIntegral.integral_same, neg_zero, Complex.exp_zero, one_mul, hI] at hc
  rw [eq_div_iff (h.det_ne a (left_mem_Icc.2 hab)), ← hc, ← mul_assoc, ← Complex.exp_add,
    add_neg_cancel, Complex.exp_zero, one_mul]
```

## (d) Pivots and the undetermined integer

**Task.** Let finite families p and q satisfy Π_i p_i = det M(b) and Π_i q_i = det M(a). Compare L with their summed principal logarithms.

**Solution.** The determinants are nonzero, so no pivot vanishes and exp(log p_i) = p_i, likewise for q. Therefore

exp(Σ_i log p_i − Σ_i log q_i) = det M(b) / det M(a) = exp L.

Two complex numbers with equal exponentials differ by a multiple of 2πi, so for some integer k

L = Σ_i log p_i − Σ_i log q_i + 2πi k.

The families may have different lengths; only their products matter. With row exchanges in Gaussian elimination, the sign of the permutation must therefore be included in the product.

Replacing a sum of logarithms by the logarithm of the product keeps the statement true but can change k. For two pivots exp(2πi/3), the summed logarithms give 4πi/3, while the principal logarithm of the product is −2πi/3.

```lean
/-- If the pivots `p` and `q` multiply to the final and initial determinants, the integrated
trace is the difference of their summed principal logarithms up to a multiple of `2πi`. -/
theorem lloydIntegral_eq_sum_log_pivots {ι κ : Type*} [Fintype ι] [Fintype κ]
    {M M' : ℝ → Matrix n n ℂ} {a b : ℝ} (hab : a ≤ b) (h : IsInvertiblePath M M' a b)
    (p : ι → ℂ) (q : κ → ℂ) (hp : ∏ i, p i = (M b).det) (hq : ∏ i, q i = (M a).det) :
    ∃ k : ℤ, lloydIntegral M M' a b
      = (∑ i, Complex.log (p i) - ∑ i, Complex.log (q i)) + k * (2 * Real.pi * Complex.I) := by
  -- no pivot vanishes, because the determinants do not
  have hp0 := Finset.prod_ne_zero_iff.1 (hp ▸ h.det_ne b (right_mem_Icc.2 hab))
  have hq0 := Finset.prod_ne_zero_iff.1 (hq ▸ h.det_ne a (left_mem_Icc.2 hab))
  apply Complex.exp_eq_exp_iff_exists_int.1
  rw [exp_lloydIntegral hab h, Complex.exp_sub, Complex.exp_sum, Complex.exp_sum, ← hp, ← hq,
    Finset.prod_congr rfl fun i hi => Complex.exp_log (hp0 i hi),
    Finset.prod_congr rfl fun i hi => Complex.exp_log (hq0 i hi)]
```

## (e) Following a continuous logarithm

**Task.** Let Λ be continuous on [a, b] with exp Λ(s) = det M(s). Show that L = Λ(b) − Λ(a).

**Solution.** Apply (c) on [a, s]. The number

r(s) = [L(s) − Λ(s) + Λ(a)] / (2πi)

is an integer for every s. It is continuous in s, and r(a) = 0. If r(b) were a nonzero integer, the intermediate value theorem would make r equal 1/2 or −1/2 somewhere, which no integer does. Hence r(b) = 0.

In the proof, `hk` supplies the integer at each s, `hhalf` excludes the values 1/2 and −1/2, and `hk0` treats the two signs of k. The code takes the real part of the quotient so that the real intermediate value theorem applies.

```lean
/-- If `Λ` is a logarithm of `det M` that is continuous along the path, the integrated trace
is exactly the change of `Λ`. -/
theorem lloydIntegral_eq_of_continuous_log {M M' : ℝ → Matrix n n ℂ} {a b : ℝ} (hab : a ≤ b)
    (h : IsInvertiblePath M M' a b) (Λ : ℝ → ℂ) (hΛ : ContinuousOn Λ (Icc a b))
    (hdet : ∀ s ∈ Icc a b, Complex.exp (Λ s) = (M s).det) :
    lloydIntegral M M' a b = Λ b - Λ a := by
  have ha := left_mem_Icc.2 hab
  have hb := right_mem_Icc.2 hab
  have hL : ContinuousOn (fun s => lloydIntegral M M' a s) (Icc a b) := by
    have := intervalIntegral.continuousOn_primitive_interval (μ := MeasureTheory.volume)
      (f := lloydDensity M M') (a := a) (b := b)
      (by rw [uIcc_of_le hab]; exact (continuousOn_lloydDensity h).integrableOn_Icc)
    rw [uIcc_of_le hab] at this
    exact this
  -- up to each point s the two sides differ by an integer number of turns
  have hk : ∀ s ∈ Icc a b, ∃ k : ℤ, lloydIntegral M M' a s
      = (Λ s - Λ a) + k * (2 * Real.pi * Complex.I) := by
    intro s hs
    have hsub : Icc a s ⊆ Icc a b := Icc_subset_Icc_right hs.2
    have h' : IsInvertiblePath M M' a s :=
      ⟨fun t ht i j => (h.hasDeriv t (hsub ht) i j).mono hsub,
        fun i j => (h.contDeriv i j).mono hsub, fun t ht => h.det_ne t (hsub ht)⟩
    apply Complex.exp_eq_exp_iff_exists_int.1
    rw [exp_lloydIntegral hs.1 h', Complex.exp_sub, hdet s hs, hdet a ha]
  let r : ℝ → ℝ := fun s =>
    ((lloydIntegral M M' a s - (Λ s - Λ a)) / (2 * Real.pi * Complex.I)).re
  have hr : ContinuousOn r (Icc a b) :=
    Complex.continuous_re.comp_continuousOn
      ((hL.sub (hΛ.sub continuousOn_const)).div_const _)
  have hrk : ∀ s (k : ℤ), lloydIntegral M M' a s
      = (Λ s - Λ a) + k * (2 * Real.pi * Complex.I) → r s = k := by
    intro s k e
    simp only [r]
    rw [e, add_sub_cancel_left, mul_div_cancel_right₀ _ Complex.two_pi_I_ne_zero,
      Complex.intCast_re]
  have hra : r a = 0 := by simp [r, lloydIntegral]
  obtain ⟨k, e⟩ := hk b hb
  have hrb := hrk b k e
  -- r takes integer values, so it is never 1/2 or -1/2
  have hhalf : ∀ s ∈ Icc a b, r s ≠ 1 / 2 ∧ r s ≠ -1 / 2 := by
    intro s hs
    obtain ⟨m, em⟩ := hk s hs
    rw [hrk s m em]
    constructor
    · intro hm
      have h2 : (2 * m : ℝ) = 1 := by linarith
      have h3 : 2 * m = 1 := by exact_mod_cast h2
      omega
    · intro hm
      have h2 : (2 * m : ℝ) = -1 := by linarith
      have h3 : 2 * m = -1 := by exact_mod_cast h2
      omega
  have hk0 : k = 0 := by
    rcases lt_trichotomy k 0 with hneg | h0 | hpos
    · have h1 : (k : ℝ) ≤ -1 := by exact_mod_cast (by omega : k ≤ -1)
      obtain ⟨s, hs, es⟩ := intermediate_value_Icc' hab hr
        (show (-1 / 2 : ℝ) ∈ Icc (r b) (r a) from ⟨by linarith, by linarith⟩)
      exact absurd es (hhalf s hs).2
    · exact h0
    · have h1 : (1 : ℝ) ≤ k := by exact_mod_cast (by omega : 1 ≤ k)
      obtain ⟨s, hs, es⟩ := intermediate_value_Icc hab hr
        (show (1 / 2 : ℝ) ∈ Icc (r a) (r b) from ⟨by linarith, by linarith⟩)
      exact absurd es (hhalf s hs).1
  rw [e, hk0]
  simp
```

## (f) Pivots that avoid the branch cut

**Task.** Suppose that continuous pivots p_i(s) multiply to det M(s) and never meet the closed negative real axis, zero included. Show that the integer in (d) is absent.

**Solution.** Each log p_i(s) is continuous, because the principal logarithm is continuous off its cut, which Lean expresses by `Complex.slitPlane`. Thus Λ(s) = Σ_i log p_i(s) is a continuous logarithm of det M, and (e) gives

L = Σ_i log p_i(b) − Σ_i log p_i(a).

```lean
/-- If continuous functions `p i` multiply to `det M` along the path and avoid the cut of the
principal logarithm (zero included), the integrated trace is exactly the change of their summed
logarithms. -/
theorem lloydIntegral_eq_of_pivots_off_cut {ι : Type*} [Fintype ι]
    {M M' : ℝ → Matrix n n ℂ} {a b : ℝ} (hab : a ≤ b) (h : IsInvertiblePath M M' a b)
    (p : ι → ℝ → ℂ) (hp : ∀ i, ContinuousOn (p i) (Icc a b))
    (hcut : ∀ i, ∀ s ∈ Icc a b, p i s ∈ Complex.slitPlane)
    (hdet : ∀ s ∈ Icc a b, ∏ i, p i s = (M s).det) :
    lloydIntegral M M' a b = ∑ i, Complex.log (p i b) - ∑ i, Complex.log (p i a) := by
  refine lloydIntegral_eq_of_continuous_log hab h (fun s => ∑ i, Complex.log (p i s))
    (continuousOn_finsetSum _ fun i _ => (hp i).clog (hcut i)) fun s hs => ?_
  rw [Complex.exp_sum, ← hdet s hs]
  exact Finset.prod_congr rfl fun i _ =>
    Complex.exp_log (Complex.slitPlane_ne_zero (hcut i s hs))
```

## (g) Phase shifts

**Task.** Let S be an invertible path with det S(s) = Π_l exp(2iδ_l(s)) for continuous real phase shifts δ_l. Evaluate the integral of Tr(S⁻¹S′).

**Solution.** Take Λ(s) = 2i Σ_l δ_l(s) in (e):

∫ₐᵇ Tr(S⁻¹S′) ds = 2i [Σ_l δ_l(b) − Σ_l δ_l(a)].

Dividing by 2πi gives the change of Σ_l δ_l / π, the quantity that Friedel's sum rule relates to displaced charge for non-interacting electrons. That charge interpretation is not part of the theorem, and the factorisation of det S is a hypothesis. A degenerate channel appears once for each of its states. If s is the energy, the interval must in general start above the scattering threshold: for a finite-range potential in three dimensions with nonzero scattering length, the s-wave phase shift varies there as the square root of the energy, so S′ is unbounded.

```lean
/-- If `det S` is the product of `exp (2iδ)` over continuous phase shifts `δ`, the integral of `Tr
(S⁻¹ S')` is `2i` times the change of the summed phase shifts. -/
theorem friedel_sum {ι : Type*} [Fintype ι] {S S' : ℝ → Matrix n n ℂ} {a b : ℝ}
    (hab : a ≤ b) (h : IsInvertiblePath S S' a b)
    (δ : ι → ℝ → ℝ) (hδ : ∀ l, ContinuousOn (δ l) (Icc a b))
    (hdet : ∀ s ∈ Icc a b, (S s).det = ∏ l, Complex.exp (2 * Complex.I * δ l s)) :
    lloydIntegral S S' a b = 2 * Complex.I * ((∑ l, δ l b - ∑ l, δ l a : ℝ) : ℂ) := by
  rw [lloydIntegral_eq_of_continuous_log hab h (fun s => ∑ l, 2 * Complex.I * (δ l s : ℂ))
    (continuousOn_finsetSum _ fun l _ => continuousOn_const.mul
      (Complex.continuous_ofReal.comp_continuousOn (hδ l)))
    fun s hs => by rw [Complex.exp_sum, hdet s hs]]
  push_cast
  rw [← Finset.mul_sum, ← Finset.mul_sum]
  ring
```

## (h) A closed path with any winding number

**Task.** Find a closed path with L = 2πi k for a given integer k.

**Solution.** One channel is enough. On [0, 1] take the 1 × 1 matrix

M(s) = exp(2πi k s).

```lean
/-- The path of 1 × 1 matrices with entry `exp (2πi k s)`. -/
def windingPath (k : ℤ) (s : ℝ) : Matrix (Fin 1) (Fin 1) ℂ :=
  Matrix.of fun _ _ => Complex.exp (k * (2 * Real.pi * Complex.I) * s)
```

Then M(1) = M(0) = 1 and M′ = 2πi k M. The integrand is the constant 2πi k, so L = 2πi k. With the single pivot 1 at each end, the logarithms in (d) vanish and the integer there is k: the matrices at the two ends alone cannot determine it.

The code checks the path conditions first, then closure, and obtains the integral from (e) with Λ(s) = 2πi k s.

```lean
/-- For every integer `k` the path `exp (2πi k s)` on `[0, 1]` is closed and its integrated
trace is `2πi k`. -/
theorem windingPath_witness (k : ℤ) :
    IsInvertiblePath (windingPath k)
      (fun s => (k * (2 * Real.pi * Complex.I) : ℂ) • windingPath k s) 0 1 ∧
    windingPath k 1 = windingPath k 0 ∧
    lloydIntegral (windingPath k)
      (fun s => (k * (2 * Real.pi * Complex.I) : ℂ) • windingPath k s) 0 1
        = k * (2 * Real.pi * Complex.I) := by
  have hpath : IsInvertiblePath (windingPath k)
      (fun s => (k * (2 * Real.pi * Complex.I) : ℂ) • windingPath k s) 0 1 := by
    refine ⟨fun s _ i j => ?_, fun i j => ?_, fun s _ => ?_⟩
    · have h0 : HasDerivAt (fun t : ℝ => (t : ℂ)) 1 s :=
        ((hasDerivAt_id s).ofReal_comp).congr_deriv Complex.ofReal_one
      have h1 := (h0.const_mul (k * (2 * Real.pi * Complex.I) : ℂ)).cexp
      refine (h1.congr_deriv ?_).hasDerivWithinAt
      simp only [windingPath, Matrix.smul_apply, Matrix.of_apply, smul_eq_mul]
      ring
    · simp only [windingPath, Matrix.smul_apply, Matrix.of_apply, smul_eq_mul]
      exact Continuous.continuousOn (by fun_prop)
    · rw [Matrix.det_fin_one]
      exact Complex.exp_ne_zero _
  refine ⟨hpath, ?_, ?_⟩
  · ext i j
    simp only [windingPath, Matrix.of_apply, Complex.ofReal_one, Complex.ofReal_zero,
      mul_one, mul_zero, Complex.exp_zero]
    exact Complex.exp_int_mul_two_pi_mul_I k
  · rw [lloydIntegral_eq_of_continuous_log zero_le_one hpath
      (fun s => k * (2 * Real.pi * Complex.I) * s)
      (Continuous.continuousOn (by fun_prop))
      fun s _ => by rw [Matrix.det_fin_one]; rfl]
    simp

end

end LloydFormula
```

```lean
#print axioms LloydFormula.lloydIntegral_eq_sum_log_pivots
-- 'LloydFormula.lloydIntegral_eq_sum_log_pivots' depends on axioms: [propext, Classical.choice, Quot.sound]
#print axioms LloydFormula.lloydIntegral_eq_of_continuous_log
-- 'LloydFormula.lloydIntegral_eq_of_continuous_log' depends on axioms: [propext, Classical.choice, Quot.sound]
#print axioms LloydFormula.lloydIntegral_eq_of_pivots_off_cut
-- 'LloydFormula.lloydIntegral_eq_of_pivots_off_cut' depends on axioms: [propext, Classical.choice, Quot.sound]
#print axioms LloydFormula.friedel_sum
-- 'LloydFormula.friedel_sum' depends on axioms: [propext, Classical.choice, Quot.sound]
```
